# Strong convexity of the harmonic energy of a lattice density

On a lattice of `L` sites, a density is here any vector x of the Euclidean space ℝ^L, with no condition of positivity or normalisation. The harmonic energy centred at a density r is (m/2)‖x − r‖², where the stiffness m may be any real number. The theorem states that this energy is m-strongly convex on the whole space: at a mixture ax + (1 − a)y with 0 ≤ a ≤ 1, it is at most the same mixture of the energies at x and y, less a(1 − a)(m/2)‖x − y‖². The attempt proves this inequality as an equality, by writing everything in terms of x − r and y − r, expanding the squared norms and leaving the algebra to `ring`.

As first written in Lean, the proof fails:

```lean
import Mathlib

open Filter Topology Set

noncomputable section

namespace HarmonicEnergyStrongConvex

/-- A density on a lattice of `L` sites, as a vector of the Euclidean space `ℝ^L`. -/
abbrev Density (L : ℕ) := EuclideanSpace ℝ (Fin L)

variable {L : ℕ} {A E : Density L → ℝ} {m : ℝ} {r ρ : Density L}

/-- The harmonic energy of stiffness `m` centred at the density `r`. -/
def harmonicEnergy (m : ℝ) (r x : Density L) : ℝ := m / 2 * ‖x - r‖ ^ 2

/-- The harmonic energy of stiffness `m` is `m`-strongly convex. -/
theorem harmonicEnergy_strongConvex (m : ℝ) (r : Density L) :
    StrongConvexOn univ m (harmonicEnergy m r) := by
  refine ⟨convex_univ, fun x _ y _ a b _ _ hab => le_of_eq ?_⟩
  obtain rfl : b = 1 - a := by linarith
  have h1 : a • x + (1 - a) • y - r = a • (x - r) + (1 - a) • (y - r) := by module
  have h2 : x - y = (x - r) - (y - r) := by abel
  simp only [harmonicEnergy, smul_eq_mul]
  rw [h1, h2, norm_add_sq_real, norm_sub_sq_real, real_inner_smul_left,
    real_inner_smul_right, norm_smul, norm_smul, mul_pow, mul_pow, Real.norm_eq_abs,
    Real.norm_eq_abs, sq_abs, sq_abs]
  ring

end HarmonicEnergyStrongConvex
```

The error:

```
Try this:
  [apply] ring_nf
  
  The `ring` tactic failed to close the goal. Use `ring_nf` to obtain a normal form.
    
  Note that `ring` works primarily in *commutative* rings. If you have a noncommutative ring, abelian group or module, consider using `noncomm_ring`, `abel` or `module` instead.
Main.lean:19:50: error: unsolved goals
L : ℕ
m : ℝ
r x : Density L
x✝³ : x ∈ univ
y : Density L
x✝² : y ∈ univ
a : ℝ
x✝¹ : 0 ≤ a
x✝ : 0 ≤ 1 - a
hab : a + (1 - a) = 1
h1 : a • x + (1 - a) • y - r = a • (x - r) + (1 - a) • (y - r)
h2 : x - y = x - r - (y - r)
⊢ m * a * inner ℝ (x - r) (y - r) - m * a * ‖y - r‖ ^ 2 + m * a ^ 2 * ‖x - r‖ ^ 2 * (1 / 2) -
          m * a ^ 2 * inner ℝ (x - r) (y - r) +
        m * a ^ 2 * ‖y - r‖ ^ 2 * (1 / 2) +
      m * ‖y - r‖ ^ 2 * (1 / 2) =
    m * a * ‖y - r‖ ^ 2 * (-1 / 2) + m * a * ‖x‖ ^ 2 * (1 / 2) - m * a * inner ℝ x r + m * a * ‖r‖ ^ 2 * (1 / 2) +
          m * a * ‖x - r - (y - r)‖ ^ 2 * (-1 / 2) +
        m * a ^ 2 * ‖x - r - (y - r)‖ ^ 2 * (1 / 2) +
      m * ‖y - r‖ ^ 2 * (1 / 2)
```

What went wrong. The first message says that `ring` did not close the goal, and the error shows the equation that was left. On its right side ‖x − r − (y − r)‖² is still unexpanded, while ‖x‖², ‖r‖² and the inner product of x and r have appeared.

The cause is the rewrite with `norm_sub_sq_real`, which was given no arguments. It fits the square of the norm of any difference, and Lean settled on ‖x − r‖², in the energy at x, instead of the intended ‖(x − r) − (y − r)‖². The left side still holds ‖x − r‖², which came out later from the norm of `a • (x - r)`. To `ring` these norms and inner products are unrelated atoms, so it cannot match the two sides.

The repair names the two vectors, `norm_sub_sq_real (x - r) (y - r)`, so that only the intended square is expanded. Both sides are then polynomials in `a`, `m`, ‖x − r‖, ‖y − r‖ and the inner product of x − r and y − r, and `ring` proves them equal.

This version goes through:

```diff
@@ -23,5 +23,5 @@
   have h2 : x - y = (x - r) - (y - r) := by abel
   simp only [harmonicEnergy, smul_eq_mul]
-  rw [h1, h2, norm_add_sq_real, norm_sub_sq_real, real_inner_smul_left,
+  rw [h1, h2, norm_add_sq_real, norm_sub_sq_real (x - r) (y - r), real_inner_smul_left,
     real_inner_smul_right, norm_smul, norm_smul, mul_pow, mul_pow, Real.norm_eq_abs,
     Real.norm_eq_abs, sq_abs, sq_abs]
```
